# Equilibrium shape of a harmonic-oscillator cluster at fixed occupations and volume

Put non-interacting electrons in an anisotropic harmonic oscillator with \(d\) axes and frequencies \(\omega_i\), in units with \(\hbar=1\). Keep the occupied orbitals fixed, and let \(Q_i>0\) be the oscillator quanta along axis \(i\), summed over all electrons and including a zero-point half-quantum for each. Among positive frequencies with \(\prod_i\omega_i=w^d\), where \(w>0\), the energy \(\sum_i Q_i\omega_i\) has exactly one minimiser,

\[
\omega_i^*=\frac{g\,w}{Q_i},\qquad g=\Bigl(\prod_i Q_i\Bigr)^{1/d}.
\]

The sphere, \(\omega_i=w\) for all \(i\), is therefore the equilibrium shape if and only if all \(Q_i\) are equal. A jellium cluster has three axes, \(x\), \(y\) and \(z\). In this non-interacting model, the result links the deformation of a metal cluster to the way its oscillator shells are filled.

## The minimum from scaled axis energies

An orbital \(n=(n_i)\) has energy \(\sum_i\omega_i(n_i+\tfrac12)\). With two electrons in each orbital of a finite set \(s\), the total is

\[
E(\omega)=\sum_{n\in s}2\sum_i\omega_i\bigl(n_i+\tfrac12\bigr)=\sum_i Q_i\omega_i,
\qquad Q_i=\sum_{n\in s}2\bigl(n_i+\tfrac12\bigr).
\]

The proposed frequencies conserve volume, because \(\prod_i\omega_i^*=g^dw^d/\prod_iQ_i=w^d\). Each axis contributes \(Q_i\omega_i^*=gw\), so \(E(\omega^*)=d\,g\,w\).

For any admissible \(\omega\), put \(t_i=Q_i\omega_i/(gw)>0\). Then

\[
\prod_i t_i=\frac{\prod_iQ_i\;w^d}{g^dw^d}=1,\qquad\text{so}\qquad \sum_i\log t_i=0.
\]

For positive \(t\), \(\log t\le t-1\), with equality only at \(t=1\). If \(\omega\neq\omega^*\), some \(t_k\neq1\), and hence

\[
0=\sum_i\log t_i<\sum_i(t_i-1)=\frac{E(\omega)}{gw}-d .
\]

Multiplying by \(gw>0\) gives \(E(\omega)>d\,g\,w=E(\omega^*)\).

The sphere is this minimiser exactly when \(w=gw/Q_i\), that is \(Q_i=g\), for every \(i\). All \(Q_i\) are then equal. Conversely, if they share a value \(q\), then \(g^d=q^d\) and, both being positive, \(g=q\).

## Occupations that do not follow the shape

Fixed occupations mean that the electrons keep their quantum numbers while the well deforms. The derivation uses this when it compares \(E(\omega)\) and \(E(\omega^*)\) with the same \(Q\). In Lean, `ι` is the finite set of axes, an orbital is a function `ι → ℕ`, and `energy` takes `Q` and `ω` as separate arguments.

```lean
import Mathlib

open Finset

namespace JelliumDeformation

noncomputable section

variable {ι : Type*} [Fintype ι]

/-- Summed oscillator quanta along axis `i`, zero-point half-quanta included, when each
orbital `n` of the set `s` holds two electrons. -/
def summedQuanta (s : Finset (ι → ℕ)) (i : ι) : ℝ :=
  ∑ n ∈ s, 2 * ((n i : ℝ) + 1 / 2)

/-- Energy, in units with `ħ = 1`, of a cluster with summed quanta `Q` and oscillator
frequencies `ω` along the axes. -/
def energy (Q ω : ι → ℝ) : ℝ := ∑ i, Q i * ω i
```

If electrons may change orbitals, the minimum for one occupation need not be the lowest over all occupations. For example, two electrons in each of \((0,0,0)\) and \((0,0,2)\) have \(Q=(2,2,6)\) and minimum energy \(3\cdot24^{1/3}w\). Moving the upper pair to \((0,0,1)\) gives \(Q=(2,2,4)\) and the lower value \(3\cdot16^{1/3}w\).

The sum of orbital energies serves as the total energy here. Electron–electron interaction, surface energy and anharmonic corrections to the well are left out.

## Positive frequencies with a fixed product

An equipotential ellipsoid of the oscillator has semi-axes proportional to \(1/\omega_i\), so for three axes its volume is proportional to \(1/(\omega_x\omega_y\omega_z)\). Fixing the product stands for a positive background of constant density, which can change its shape but not its volume. `VolumeConserving` combines this with positivity, and `IsEquilibrium` requires a global minimum among all such frequencies.

```lean
/-- The frequencies are positive and their product is that of an isotropic oscillator
of frequency `w`. -/
def VolumeConserving (w : ℝ) (ω : ι → ℝ) : Prop :=
  (∀ i, 0 < ω i) ∧ ∏ i, ω i = w ^ Fintype.card ι

/-- The frequencies `ω` conserve volume and have the least energy among all
volume-conserving frequencies, at fixed summed quanta `Q`. -/
def IsEquilibrium (Q : ι → ℝ) (w : ℝ) (ω : ι → ℝ) : Prop :=
  VolumeConserving w ω ∧ ∀ ω', VolumeConserving w ω' → energy Q ω ≤ energy Q ω'
```

In the derivation, the product condition gives \(\prod_it_i=1\), and positivity allows the logarithms to be taken. In the proof of `energy_optimalFreq_lt` these are `hω.2` and `hω.1`.

Without the product condition, all frequencies could be scaled towards zero: the cluster would expand without limit, and the energy would approach zero without reaching it. If negative frequencies were admitted on three axes, \((-L,-L,w^3/L^2)\) would still have product \(w^3\), while its energy would fall without bound as \(L\) grows.

## Positive summed quanta

The zero-point half-quanta make \(Q_i\) at least as large as the number of occupied orbitals. Positivity of \(Q\) therefore only requires that the cluster contain electrons. The general theorems accept any positive real \(Q_i\), whether or not they come from a set of orbitals.

```lean
/-- Geometric mean of the summed quanta, for positive quanta and at least one axis. -/
def geomMean (Q : ι → ℝ) : ℝ := (∏ i, Q i) ^ ((Fintype.card ι : ℝ)⁻¹)

/-- The frequencies `g w / Q i`, with `g` the geometric mean of the summed quanta;
the domain is positive `Q`. -/
def optimalFreq (Q : ι → ℝ) (w : ℝ) (i : ι) : ℝ := geomMean Q * w / Q i
```

The next theorem justifies the definition of `energy`: it exchanges the sums over orbitals and axes, as in the first step of the derivation. The lemma after it shows that \(g>0\).

```lean
/-- The sum of the oscillator energies of all electrons, two per occupied orbital, is the
sum over the axes of summed quanta times frequency. -/
theorem sum_orbital_energies (s : Finset (ι → ℕ)) (ω : ι → ℝ) :
    ∑ n ∈ s, 2 * ∑ i, ω i * ((n i : ℝ) + 1 / 2) = energy (summedQuanta s) ω := by
  simp only [energy, summedQuanta, Finset.sum_mul, Finset.mul_sum]
  rw [Finset.sum_comm]
  exact Finset.sum_congr rfl fun i _ => Finset.sum_congr rfl fun n _ => by ring

/-- The geometric mean of positive summed quanta is positive. -/
lemma geomMean_pos {Q : ι → ℝ} (hQ : ∀ i, 0 < Q i) : 0 < geomMean Q :=
  Real.rpow_pos_of_pos (Finset.prod_pos fun i _ => hQ i) _
```

The derivation uses \(Q_i>0\) to divide by \(Q_i\), to make \(g\) positive and to have \(t_i>0\). The proofs carry it as `hQ`. For an empty set of orbitals and at least two axes, every admissible shape has energy zero, and uniqueness fails.

## At least one axis

`Nonempty ι` says that there is an axis. It enters through \(g^d=\prod_iQ_i\), where taking a \(d\)-th root and raising it to the power \(d\) calls for \(d\neq0\). The proof of `spherical_iff` uses \(d\neq0\) once more, to deduce \(g=q\) from \(g^d=q^d\).

```lean
/-- For positive summed quanta on `d ≥ 1` axes, the `d`-th power of the geometric mean is
their product. -/
lemma geomMean_pow [Nonempty ι] {Q : ι → ℝ} (hQ : ∀ i, 0 < Q i) :
    geomMean Q ^ Fintype.card ι = ∏ i, Q i :=
  Real.rpow_inv_natCast_pow (Finset.prod_nonneg fun i _ => (hQ i).le) Fintype.card_ne_zero
```

Physically the condition is empty, and the main statement would remain true without it: with no axes there is only one assignment of frequencies. For one axis the volume condition already forces \(\omega=w\), in agreement with the formula.

## Positive mean frequency

The number \(w\) is the geometric mean of the frequencies and encodes the prescribed volume. The derivation needs \(w>0\) to make \(\omega_i^*\) positive and to divide by \(gw\). The first theorem below uses it for positivity; the second, which evaluates the energy by showing that every axis contributes \(gw\), does not need it.

```lean
/-- For positive summed quanta and positive `w`, the frequencies `g w / Q i` conserve
volume. -/
theorem optimalFreq_volumeConserving [Nonempty ι] {Q : ι → ℝ} {w : ℝ}
    (hQ : ∀ i, 0 < Q i) (hw : 0 < w) : VolumeConserving w (optimalFreq Q w) := by
  refine ⟨fun i => div_pos (mul_pos (geomMean_pos hQ) hw) (hQ i), ?_⟩
  have hP : ∏ i, Q i ≠ 0 := (Finset.prod_pos fun i _ => hQ i).ne'
  simp only [optimalFreq]
  rw [Finset.prod_div_distrib, Finset.prod_const, Finset.card_univ, mul_pow,
    geomMean_pow hQ]
  exact mul_div_cancel_left₀ _ hP

/-- For positive summed quanta, the energy at the frequencies `g w / Q i` is `g w` times
the number of axes. -/
theorem energy_optimalFreq {Q : ι → ℝ} (w : ℝ) (hQ : ∀ i, 0 < Q i) :
    energy Q (optimalFreq Q w) = Fintype.card ι * (geomMean Q * w) := by
  have h : ∀ i, Q i * optimalFreq Q w i = geomMean Q * w := fun i => by
    have hi := (hQ i).ne'
    unfold optimalFreq
    field_simp
  simp only [energy, h, Finset.sum_const, Finset.card_univ, nsmul_eq_mul]
```

Allowing \(w=0\) would break the result: no positive frequencies have product zero, so there would be no equilibrium, although the formula would still return \(\omega_i^*=0\).

## The strict inequality and uniqueness

All these conditions meet in the comparison with a competitor. The proof follows the scaled energies \(t_i\): `ht` is their positivity, `hprod` says that their product is one, and `hlog` turns this into a vanishing sum of logarithms. From `hne` it obtains an axis `k` on which \(\omega\) differs from \(\omega^*\), and `hk1` shows \(t_k\neq1\). `Finset.sum_lt_sum` then combines the weak logarithm inequality on all axes with the strict one on `k`. Finally, `hsum` rewrites the right-hand side as \(E(\omega)/(gw)-d\), and the last two lines restate the goal as \(d<E(\omega)/(gw)\) and conclude.

```lean
/-- For positive summed quanta and positive `w`, every other volume-conserving choice of
frequencies has a strictly higher energy than `g w / Q i`. -/
theorem energy_optimalFreq_lt [Nonempty ι] {Q ω : ι → ℝ} {w : ℝ} (hQ : ∀ i, 0 < Q i)
    (hw : 0 < w) (hω : VolumeConserving w ω) (hne : ω ≠ optimalFreq Q w) :
    energy Q (optimalFreq Q w) < energy Q ω := by
  have hc : 0 < geomMean Q * w := mul_pos (geomMean_pos hQ) hw
  have ht : ∀ i, 0 < Q i * ω i / (geomMean Q * w) := fun i =>
    div_pos (mul_pos (hQ i) (hω.1 i)) hc
  -- volume conservation: the scaled energies per axis multiply to one
  have hprod : ∏ i, (Q i * ω i / (geomMean Q * w)) = 1 := by
    rw [Finset.prod_div_distrib, Finset.prod_mul_distrib, hω.2, Finset.prod_const,
      Finset.card_univ, mul_pow, geomMean_pow hQ]
    exact div_self (mul_pos (Finset.prod_pos fun i _ => hQ i) (pow_pos hw _)).ne'
  have hlog := Real.log_prod (s := Finset.univ)
    (f := fun i => Q i * ω i / (geomMean Q * w)) (fun i _ => (ht i).ne')
  rw [hprod, Real.log_one] at hlog
  -- on some axis the scaled energy differs from one
  obtain ⟨k, hk⟩ := Function.ne_iff.mp hne
  have hk1 : Q k * ω k / (geomMean Q * w) ≠ 1 := by
    intro h
    apply hk
    have h' := (div_eq_one_iff_eq hc.ne').mp h
    unfold optimalFreq
    rw [eq_div_iff (hQ k).ne']
    linarith
  -- log t ≤ t - 1, strictly on that axis
  have hlt : ∑ i, Real.log (Q i * ω i / (geomMean Q * w))
      < ∑ i, (Q i * ω i / (geomMean Q * w) - 1) :=
    Finset.sum_lt_sum (fun i _ => Real.log_le_sub_one_of_pos (ht i))
      ⟨k, Finset.mem_univ k, Real.log_lt_sub_one_of_pos (ht k) hk1⟩
  have hsum : ∑ i, (Q i * ω i / (geomMean Q * w) - 1)
      = energy Q ω / (geomMean Q * w) - Fintype.card ι := by
    rw [Finset.sum_sub_distrib, ← Finset.sum_div]
    simp [energy]
  rw [energy_optimalFreq w hQ, ← lt_div_iff₀ hc]
  linarith
```

The equivalence below contains both existence and uniqueness. From left to right, an equilibrium different from \(\omega^*\) would have a higher energy than an admissible competitor, which contradicts minimality. From right to left, \(\omega^*\) conserves volume, and any competitor either equals it or has higher energy.

```lean
/-- For positive summed quanta and positive `w`, the equilibrium shape exists and is unique:
its frequencies are `g w / Q i`, with `g` the geometric mean of the quanta. -/
theorem isEquilibrium_iff [Nonempty ι] {Q ω : ι → ℝ} {w : ℝ} (hQ : ∀ i, 0 < Q i)
    (hw : 0 < w) : IsEquilibrium Q w ω ↔ ω = optimalFreq Q w := by
  constructor
  · intro h
    by_contra hne
    exact not_lt_of_ge (h.2 _ (optimalFreq_volumeConserving hQ hw))
      (energy_optimalFreq_lt hQ hw h.1 hne)
  · rintro rfl
    refine ⟨optimalFreq_volumeConserving hQ hw, fun ω' h' => ?_⟩
    by_cases e : ω' = optimalFreq Q w
    · rw [e]
    · exact (energy_optimalFreq_lt hQ hw h' e).le
```

## Equal quanta and the sphere

The constant function `fun _ => w` represents the sphere when there are three axes. The proof replaces equilibrium by the explicit formula. In one direction it cancels \(w\) to get \(Q_i=g\); in the other, `pow_left_inj₀` deduces \(g=Q_i\) from equal \(d\)-th powers of positive numbers.

```lean
/-- For positive summed quanta and positive `w`, the sphere is the equilibrium shape if and
only if the summed quanta are the same along all axes. -/
theorem spherical_iff [Nonempty ι] {Q : ι → ℝ} {w : ℝ} (hQ : ∀ i, 0 < Q i) (hw : 0 < w) :
    IsEquilibrium Q w (fun _ => w) ↔ ∀ i j, Q i = Q j := by
  rw [isEquilibrium_iff hQ hw]
  constructor
  · intro h
    have key : ∀ i, Q i = geomMean Q := fun i => by
      have hi : w = geomMean Q * w / Q i := congrFun h i
      rw [eq_div_iff (hQ i).ne'] at hi
      exact mul_left_cancel₀ hw.ne' (by linarith : w * Q i = w * geomMean Q)
    exact fun i j => (key i).trans (key j).symm
  · intro h
    funext i
    have hp : ∏ j, Q j = Q i ^ Fintype.card ι := by
      rw [Finset.prod_congr rfl (fun j _ => h j i), Finset.prod_const, Finset.card_univ]
    have hg : geomMean Q = Q i :=
      (pow_left_inj₀ (geomMean_pos hQ).le (hQ i).le Fintype.card_ne_zero).mp
        ((geomMean_pow hQ).trans hp)
    unfold optimalFreq
    rw [hg, mul_div_cancel_left₀ _ (hQ i).ne']
```

## Filled shells and a four-electron cluster

Equality of the \(Q_i\) is a condition on the occupation, and filled shells satisfy it. The set `closedShells ι N` contains every orbital with \(\sum_i n_i\le N\); for \(N=0\) this is the lowest orbital alone.

```lean
/-- All oscillator orbitals with at most `N` quanta in total. -/
def closedShells (ι : Type*) [Fintype ι] [DecidableEq ι] (N : ℕ) : Finset (ι → ℕ) :=
  (Fintype.piFinset fun _ => Finset.range (N + 1)).filter fun n => ∑ i, n i ≤ N
```

Interchanging \(n_i\) and \(n_j\) leaves \(\sum_k n_k\) unchanged, so it maps this set onto itself and gives \(Q_i=Q_j\). In the proof, `hsym` states the invariance, and `Finset.sum_nbij'` matches the two sums through the interchange, which is its own inverse. Positivity of \(Q\) follows because the orbital with all \(n_i=0\) is always occupied.

```lean
/-- A cluster whose oscillator shells are completely filled up to `N` quanta has the sphere
as its equilibrium shape, for positive `w`. -/
theorem closedShells_spherical [Nonempty ι] [DecidableEq ι] (N : ℕ) {w : ℝ} (hw : 0 < w) :
    IsEquilibrium (summedQuanta (closedShells ι N)) w (fun _ => w) := by
  have hs : (closedShells ι N).Nonempty := ⟨0, by simp [closedShells]⟩
  have hQ : ∀ i, 0 < summedQuanta (closedShells ι N) i := fun i =>
    Finset.sum_pos (fun n _ => by positivity) hs
  rw [spherical_iff hQ hw]
  intro i j
  -- interchanging two axes maps filled shells to themselves
  have hsym : ∀ n ∈ closedShells ι N, n ∘ Equiv.swap i j ∈ closedShells ι N := by
    intro n hn
    simp only [closedShells, Finset.mem_filter, Fintype.mem_piFinset,
      Function.comp_apply] at hn ⊢
    exact ⟨fun k => hn.1 _, by rw [Equiv.sum_comp (Equiv.swap i j) n]; exact hn.2⟩
  unfold summedQuanta
  exact Finset.sum_nbij' (fun n => n ∘ Equiv.swap i j) (fun n => n ∘ Equiv.swap i j)
    hsym hsym (fun n _ => by funext k; simp) (fun n _ => by funext k; simp)
    (fun n _ => by simp)
```

Four electrons can instead occupy \((0,0,0)\) and \((0,0,1)\), with axes \(x,y,z\) numbered `0`, `1`, `2`.

```lean
/-- The orbitals `(0,0,0)` and `(0,0,1)` of a three-dimensional oscillator. -/
def fourElectrons : Finset (Fin 3 → ℕ) := {![0, 0, 0], ![0, 0, 1]}
```

Their summed quanta are

\[
Q_x=Q_y=2\cdot\tfrac12+2\cdot\tfrac12=2,\qquad
Q_z=2\cdot\tfrac12+2\cdot\tfrac32=4.
\]

Hence \(\omega_x^*=\omega_y^*=gw/2\) and \(\omega_z^*=gw/4\), so the first two frequencies are twice the third. The equipotential ellipsoid is twice as long along \(z\) as across it. The proof computes the three values as `h0`, `h1` and `h2`, then inserts them into the formula supplied by `isEquilibrium_iff`.

```lean
/-- With four electrons in the orbitals `(0,0,0)` and `(0,0,1)` and positive `w`, the
equilibrium frequencies along `x` and `y` are twice the one along `z`. -/
theorem fourElectrons_deformed {w : ℝ} (hw : 0 < w) {ω : Fin 3 → ℝ}
    (h : IsEquilibrium (summedQuanta fourElectrons) w ω) :
    ω 0 = 2 * ω 2 ∧ ω 1 = 2 * ω 2 := by
  have hne : (![0, 0, 0] : Fin 3 → ℕ) ≠ ![0, 0, 1] := by decide
  have h0 : summedQuanta fourElectrons 0 = 2 := by
    rw [summedQuanta, fourElectrons, Finset.sum_pair hne]
    norm_num
  have h1 : summedQuanta fourElectrons 1 = 2 := by
    rw [summedQuanta, fourElectrons, Finset.sum_pair hne]
    norm_num
  have h2 : summedQuanta fourElectrons 2 = 4 := by
    rw [summedQuanta, fourElectrons, Finset.sum_pair hne]
    change 2 * (((0 : ℕ) : ℝ) + 1 / 2) + 2 * (((1 : ℕ) : ℝ) + 1 / 2) = 4
    norm_num
  have hs : fourElectrons.Nonempty := Finset.insert_nonempty _ _
  have hQ : ∀ i, 0 < summedQuanta fourElectrons i := fun i =>
    Finset.sum_pos (fun n _ => by positivity) hs
  rw [isEquilibrium_iff hQ hw] at h
  subst h
  simp only [optimalFreq, h0, h1, h2]
  constructor <;> ring

end

end JelliumDeformation
```

```lean
#print axioms JelliumDeformation.sum_orbital_energies
-- 'JelliumDeformation.sum_orbital_energies' depends on axioms: [propext, Classical.choice, Quot.sound]
#print axioms JelliumDeformation.closedShells_spherical
-- 'JelliumDeformation.closedShells_spherical' depends on axioms: [propext, Classical.choice, Quot.sound]
#print axioms JelliumDeformation.fourElectrons_deformed
-- 'JelliumDeformation.fourElectrons_deformed' depends on axioms: [propext, Classical.choice, Quot.sound]
```
